# The potential step of a two-exponential density as the slower tail's weight vanishes

Let \(a>b\) be real, and let \(n(r)=e^{-ar}+d\,e^{-br}\) with \(d>0\), \(u=\sqrt n\) and \(R=\ln(1/d)/(a-b)\). As \(d\to0^+\) with \(c\) fixed, \(u''/(2u)\) evaluated at \(r=cR\) tends to \(a^2/8\) if \(c<1\) and to \(b^2/8\) if \(c>1\).

In atomic units, \(-\tfrac12u''+Vu=\varepsilon u\) gives \(V-\varepsilon=u''/(2u)\), so the quantity is the potential that reproduces the density amplitude, measured from its energy. In density functional theory, a system with a small fraction of an extra electron has a density tail of this two-rate kind, with \(d\) roughly proportional to that fraction. If \(a=2\sqrt{2I}\) and \(b=2\sqrt{2A}\), with \(I\) the ionisation energy and \(A\) the electron affinity, the plateau values are \(I\) and \(A\). The step is then \(I-A\) high. The potential is the Kohn–Sham one only when a single orbital carries the density. With several orbitals, the step in the exact Kohn–Sham potential is the derivative discontinuity of the exchange–correlation energy, which is \(I-A\) minus the Kohn–Sham gap. This one-dimensional model contains no energy functional to differentiate.

## The density, its potential and the edge

All parameters are real numbers.

```lean
import Mathlib

open Filter Topology

namespace PlateauEdge

noncomputable section

variable {a b c d : ℝ}
```

The density \(n\) has unit weight on the first tail and is not normalised. A common factor in \(n\) would cancel from \(u''/(2u)\).

```lean
/-- The density `n(r) = exp(-ar) + d exp(-br)`: one exponential tail plus a second one
of weight `d`. -/
def density (a b d r : ℝ) : ℝ := Real.exp (-a * r) + d * Real.exp (-b * r)

/-- The density amplitude `u = √n`. -/
def amplitude (a b d r : ℝ) : ℝ := √(density a b d r)
```

Write \(v(r)=u''(r)/(2u(r))\). In Lean, `potential` applies `deriv` twice to the amplitude, so the formula for \(v\) has to be derived.

```lean
/-- The potential `u'' / (2u)` obtained by inverting the Schrödinger equation for the
amplitude, with the energy as zero; it is meant for `d > 0`. -/
def potential (a b d r : ℝ) : ℝ :=
  deriv (deriv (amplitude a b d)) r / (2 * amplitude a b d r)
```

The length \(R\) is `edge`.

```lean
/-- The edge position `R = ln(1/d) / (a - b)`, for `d > 0` and `a ≠ b`. -/
def edge (a b d : ℝ) : ℝ := Real.log (1 / d) / (a - b)
```

Two functions of a displacement \(s\) are needed from part (e) on:

\[
q(s)=\frac1{1+e^{(a-b)s}},\qquad
w(s)=\frac{b^2}8+\frac{(a-b)q(s)\,[\,2a-(a-b)q(s)\,]}8 .
\]

They are `innerShare` and `stepProfile`.

```lean
/-- The share of the `exp(-ar)` term in the density at displacement `s` from the edge. -/
def innerShare (a b s : ℝ) : ℝ := 1 / (1 + Real.exp ((a - b) * s))

/-- The step profile: a function of the displacement `s` from the edge that does not
contain the weight `d`. -/
def stepProfile (a b s : ℝ) : ℝ :=
  b ^ 2 / 8 + (a - b) * innerShare a b s * (2 * a - (a - b) * innerShare a b s) / 8
```

## (a) Sign of the density

**Task.** For \(d>0\), show that \(n(r)>0\) at every \(r\).

**Solution.** Both exponentials are positive and so is \(d\), hence \(n\) is a sum of two positive terms. The tactic `positivity` makes the same observation.

```lean
/-- The density is positive everywhere when `d > 0`. -/
theorem density_pos (hd : 0 < d) (r : ℝ) : 0 < density a b d r := by
  unfold density
  positivity
```

## (b) Slope of a single tail

**Task.** For any real \(k\), show that

\[
\frac{d}{dr}e^{-kr}=-k\,e^{-kr}.
\]

**Solution.** The inner function \(-kr\) has slope \(-k\), and the chain rule multiplies this by \(e^{-kr}\). In Lean, `HasDerivAt f f' r` says that `f` is differentiable at `r` with derivative `f'`.

```lean
/-- An exponential tail with decay constant `k` has slope `-k` times itself. -/
theorem hasDerivAt_tail (k r : ℝ) :
    HasDerivAt (fun x => Real.exp (-k * x)) (-k * Real.exp (-k * r)) r :=
  (((hasDerivAt_id' r).const_mul (-k)).exp).congr_deriv (by ring)
```

## (c) Slope of the amplitude

**Task.** For \(d>0\), show that

\[
u'(r)=\frac{n'(r)}{2u(r)}=\frac{-a\,e^{-ar}-d\,b\,e^{-br}}{2u(r)} .
\]

**Solution.** Part (b), applied to each tail, gives \(n'=-a\,e^{-ar}-d\,b\,e^{-br}\). The square root is differentiable at positive arguments with slope \(1/(2\sqrt n)\), and \(n>0\) by part (a). The chain rule gives the result. The proof has the same two stages: `hn` is the slope of \(n\), and `hn.sqrt` takes the root.

```lean
/-- For `d > 0` the slope of the amplitude is `u' = n' / (2u)`. -/
theorem hasDerivAt_amplitude (hd : 0 < d) (r : ℝ) :
    HasDerivAt (amplitude a b d)
      ((-a * Real.exp (-a * r) - d * b * Real.exp (-b * r)) / (2 * amplitude a b d r)) r := by
  have hn : HasDerivAt (density a b d)
      (-a * Real.exp (-a * r) - d * b * Real.exp (-b * r)) r :=
    ((hasDerivAt_tail a r).fun_add ((hasDerivAt_tail b r).const_mul d)).congr_deriv (by ring)
  exact hn.sqrt (density_pos hd r).ne'
```

## (d) The potential in terms of the density

**Task.** For \(d>0\), with \(E=e^{-ar}\) and \(F=e^{-br}\), show that

\[
v=\frac{n''}{4n}-\frac{n'^2}{8n^2}
=\frac{a^2E+b^2dF}{4n}-\frac{(aE+b\,dF)^2}{8n^2}.
\]

**Solution.** Differentiate \(u'=n'/(2u)\) by the quotient rule and insert \(u'\) again:

\[
u''=\frac{n''}{2u}-\frac{n'u'}{2u^2}=\frac{n''}{2u}-\frac{n'^2}{4u^3}.
\]

Divide by \(2u\) and use \(u^2=n\). Then insert \(n'=-(aE+b\,dF)\) and \(n''=a^2E+b^2dF\).

In the proof, `h1` identifies \(u'\) as a function on the whole line, `hs` differentiates its numerator, and `h2` is the quotient rule. The algebra is left to `field_simp` and `ring`.

```lean
/-- For `d > 0` the potential is `n''/(4n) - n'²/(8n²)`, written out for the two tails. -/
theorem potential_eq (hd : 0 < d) (r : ℝ) :
    potential a b d r =
      (a ^ 2 * Real.exp (-a * r) + b ^ 2 * (d * Real.exp (-b * r))) / (4 * density a b d r)
      - (a * Real.exp (-a * r) + b * (d * Real.exp (-b * r))) ^ 2
        / (8 * density a b d r ^ 2) := by
  have h1 : deriv (amplitude a b d) = fun x =>
      (-a * Real.exp (-a * x) - d * b * Real.exp (-b * x)) / (2 * amplitude a b d x) :=
    funext fun x => (hasDerivAt_amplitude hd x).deriv
  have hs : HasDerivAt (fun x => -a * Real.exp (-a * x) - d * b * Real.exp (-b * x))
      (a ^ 2 * Real.exp (-a * r) + d * b ^ 2 * Real.exp (-b * r)) r :=
    (((hasDerivAt_tail a r).const_mul (-a)).fun_sub
      ((hasDerivAt_tail b r).const_mul (d * b))).congr_deriv (by ring)
  have hu : 0 < amplitude a b d r := Real.sqrt_pos.2 (density_pos hd r)
  have hn : density a b d r = amplitude a b d r ^ 2 :=
    (Real.sq_sqrt (density_pos hd r).le).symm
  -- the quotient rule gives the second derivative of the amplitude
  have h2 := hs.fun_div ((hasDerivAt_amplitude hd r).const_mul 2) (mul_pos two_pos hu).ne'
  rw [potential, h1, h2.deriv, hn]
  generalize Real.exp (-a * r) = E
  generalize Real.exp (-b * r) = F
  generalize amplitude a b d r = u at hu ⊢
  have hu' : u ≠ 0 := hu.ne'
  field_simp
  ring
```

## (e) The potential seen from the edge

**Task.** For \(a>b\) and \(d>0\), show that for every real \(s\)

\[
v(R+s)=w(s).
\]

The right side does not contain \(d\), so changing \(d\) only translates the potential.

**Solution.** Since \((a-b)R=-\ln d\), the ratio of the two tails at \(r=R+s\) is

\[
\frac{dF}{E}=d\,e^{(a-b)(R+s)}=e^{(a-b)s}=:t .
\]

Hence \(n=E(1+t)\). The first tail has the share \(q=1/(1+t)\) of the density, and the second has \(1-q\). Part (d) becomes

\[
v=\frac{a^2q+b^2(1-q)}4-\frac{[\,aq+b(1-q)\,]^2}8 .
\]

With \(g=a-b\), the first numerator is \(b^2+g(a+b)q\) and the bracket is \(b+gq\). Therefore

\[
v=\frac{2b^2+2g(a+b)q-b^2-2bgq-g^2q^2}8=\frac{b^2+gq(2a-gq)}8=w(s).
\]

In Lean, `he` is the relation for \((a-b)R\) and `key` is the ratio of the tails, written as a product. After that \(E\) cancels.

```lean
/-- For `a > b` and `d > 0`, the potential at displacement `s` from the edge is the step
profile at `s`: changing `d` only translates the step. -/
theorem potential_edge_add (hab : b < a) (hd : 0 < d) (s : ℝ) :
    potential a b d (edge a b d + s) = stepProfile a b s := by
  have hne : a - b ≠ 0 := (sub_pos.2 hab).ne'
  have he : (a - b) * edge a b d = -Real.log d := by
    unfold edge
    rw [one_div, Real.log_inv]
    field_simp
  -- the ratio of the two tails depends on the displacement alone
  have key : d * Real.exp (-b * (edge a b d + s))
      = Real.exp (-a * (edge a b d + s)) * Real.exp ((a - b) * s) := by
    calc d * Real.exp (-b * (edge a b d + s))
        = Real.exp (Real.log d) * Real.exp (-b * (edge a b d + s)) := by
          rw [Real.exp_log hd]
      _ = _ := by
          rw [← Real.exp_add, ← Real.exp_add]
          congr 1
          linear_combination he
  rw [potential_eq hd]
  simp only [density, stepProfile, innerShare]
  rw [key]
  have hE := Real.exp_pos (-a * (edge a b d + s))
  have ht := Real.exp_pos ((a - b) * s)
  generalize Real.exp (-a * (edge a b d + s)) = E at hE ⊢
  generalize Real.exp ((a - b) * s) = t at ht ⊢
  have hE' : E ≠ 0 := hE.ne'
  have ht' : 1 + t ≠ 0 := by positivity
  rw [show E + E * t = E * (1 + t) by ring]
  field_simp
  ring
```

## (f) The two ends of the profile

**Task.** For \(a>b\), show that

\[
\lim_{s\to-\infty}w(s)=\frac{a^2}8,\qquad \lim_{s\to+\infty}w(s)=\frac{b^2}8 .
\]

**Solution.** As \(s\to-\infty\), \(e^{(a-b)s}\to0\) and \(q\to1\), so \(w\to b^2/8+(a-b)(a+b)/8=a^2/8\). As \(s\to+\infty\), the exponential diverges and \(q\to0\), which leaves \(b^2/8\). Passing from \(q\) to \(w\) uses the continuity of a quadratic polynomial, which is `hc`. `Tendsto f atBot (𝓝 L)` is Lean's form of \(f(s)\to L\) as \(s\to-\infty\), and `atTop` stands for \(+\infty\).

```lean
/-- For `a > b` the step profile tends to `a²/8` far inside the edge and to `b²/8` far
outside it. -/
theorem stepProfile_limits (hab : b < a) :
    Tendsto (stepProfile a b) atBot (𝓝 (a ^ 2 / 8)) ∧
      Tendsto (stepProfile a b) atTop (𝓝 (b ^ 2 / 8)) := by
  have hpos : 0 < a - b := sub_pos.2 hab
  have hc : Continuous fun q : ℝ => b ^ 2 / 8 + (a - b) * q * (2 * a - (a - b) * q) / 8 := by
    fun_prop
  constructor
  · have h : Tendsto (fun s => Real.exp ((a - b) * s)) atBot (𝓝 0) :=
      Real.tendsto_exp_atBot.comp (Tendsto.const_mul_atBot hpos tendsto_id)
    have hq : Tendsto (innerShare a b) atBot (𝓝 (1 / (1 + 0))) :=
      tendsto_const_nhds.div (tendsto_const_nhds.add h) (by norm_num)
    have e : a ^ 2 / 8 = b ^ 2 / 8
        + (a - b) * (1 / (1 + 0)) * (2 * a - (a - b) * (1 / (1 + 0))) / 8 := by ring
    rw [e]
    exact (hc.tendsto _).comp hq
  · have h : Tendsto (fun s => Real.exp ((a - b) * s)) atTop atTop :=
      Real.tendsto_exp_atTop.comp (Tendsto.const_mul_atTop hpos tendsto_id)
    have hq : Tendsto (innerShare a b) atTop (𝓝 0) :=
      tendsto_const_nhds.div_atTop (tendsto_atTop_add_const_left _ 1 h)
    have e : b ^ 2 / 8 = b ^ 2 / 8 + (a - b) * 0 * (2 * a - (a - b) * 0) / 8 := by ring
    rw [e]
    exact (hc.tendsto _).comp hq
```

## (g) Where the edge goes

**Task.** For \(a>b\), show that \(R\to+\infty\) as \(d\to0^+\).

**Solution.** As \(d\to0^+\), \(1/d\to+\infty\) and so does its logarithm. Dividing by the positive constant \(a-b\) preserves this. The filter `𝓝[>] 0` encodes the approach to zero through positive values only.

```lean
/-- For `a > b` the edge moves out to infinity as `d` tends to zero from above. -/
theorem tendsto_edge (hab : b < a) : Tendsto (edge a b) (𝓝[>] 0) atTop := by
  have h : Tendsto (fun x : ℝ => Real.log (1 / x)) (𝓝[>] 0) atTop := by
    simp only [one_div]
    exact Real.tendsto_log_atTop.comp tendsto_inv_nhdsGT_zero
  exact h.atTop_div_const (sub_pos.2 hab)
```

## (h) The plateau edge

**Task.** For \(a>b\) and fixed \(c\), show that

\[
\lim_{d\to0^+}v(cR)=\begin{cases}a^2/8,& c<1,\\ b^2/8,& c>1.\end{cases}
\]

**Solution.** Write \(cR=R+(c-1)R\). By part (e), \(v(cR)=w((c-1)R)\) for every \(d>0\). By part (g), the displacement \((c-1)R\) tends to \(-\infty\) if \(c<1\) and to \(+\infty\) if \(c>1\). Part (f) gives the two limits.

The theorem is a pair of implications, one for each side of \(c=1\). It needs neither \(b>0\) nor \(c>0\), although a decaying density and a positive radius would require them. In the proof, `heq` is the identity \(w((c-1)R)=v(cR)\) for positive \(d\), and `congr'` carries the limits across it.

```lean
/-- Plateau edge: let `a > b`. As `d` tends to zero from above, the potential at `r = cR`
tends to `a²/8` if `c < 1` and to `b²/8` if `c > 1`. -/
theorem plateau_edge (hab : b < a) :
    (c < 1 → Tendsto (fun d => potential a b d (c * edge a b d)) (𝓝[>] 0) (𝓝 (a ^ 2 / 8))) ∧
    (1 < c → Tendsto (fun d => potential a b d (c * edge a b d)) (𝓝[>] 0)
      (𝓝 (b ^ 2 / 8))) := by
  -- the point `cR` is displaced from the edge by `(c - 1)R`
  have heq : (fun d => stepProfile a b ((c - 1) * edge a b d)) =ᶠ[𝓝[>] 0]
      fun d => potential a b d (c * edge a b d) := by
    filter_upwards [self_mem_nhdsWithin] with d hd
    have h := potential_edge_add hab (Set.mem_Ioi.1 hd) ((c - 1) * edge a b d)
    rw [show edge a b d + (c - 1) * edge a b d = c * edge a b d by ring] at h
    exact h.symm
  constructor
  · intro hc
    exact ((stepProfile_limits hab).1.comp
      ((tendsto_edge hab).const_mul_atTop_of_neg (sub_neg.2 hc))).congr' heq
  · intro hc
    exact ((stepProfile_limits hab).2.comp
      ((tendsto_edge hab).const_mul_atTop (sub_pos.2 hc))).congr' heq
```

## (i) The value at the edge itself

**Task.** For \(a>b\) and every \(d>0\), show that

\[
v(R)=\frac{3a^2+3b^2-2ab}{32}.
\]

**Solution.** Put \(s=0\) in part (e). Then \(q=\tfrac12\), the two tails being equal there, and

\[
v(R)=\frac{b^2}8+\frac{(a-b)(3a+b)}{32}=\frac{3a^2+3b^2-2ab}{32}.
\]

This exceeds the mean of the two plateau values by \((a-b)^2/32\).

```lean
/-- For `a > b` and every `d > 0`, the potential exactly at the edge is
`(3a² + 3b² - 2ab)/32`. -/
theorem potential_at_edge (hab : b < a) (hd : 0 < d) :
    potential a b d (edge a b d) = (3 * a ^ 2 + 3 * b ^ 2 - 2 * a * b) / 32 := by
  have h := potential_edge_add hab hd 0
  rw [add_zero] at h
  rw [h, stepProfile, innerShare, mul_zero, Real.exp_zero]
  ring
```

## (j) No overshoot

**Task.** For \(a>b>0\) and \(d>0\), show that at every \(r\)

\[
\frac{b^2}8<v(r)<\frac{a^2}8 .
\]

**Solution.** Take \(s=r-R\) in part (e) and factor both distances:

\[
v-\frac{b^2}8=\frac{(a-b)q\,[\,2a-(a-b)q\,]}8,\qquad
\frac{a^2}8-v=\frac{(a-b)(1-q)\,[\,a+b-(a-b)q\,]}8 .
\]

Since \(0<q<1\), we have \((a-b)q<a-b\). With \(b>0\), this is less than both \(2a\) and \(a+b\), so every factor is positive. The products are `h1` and `h2` in the proof.

```lean
/-- For `a > b > 0` and `d > 0`, the potential lies strictly between `b²/8` and `a²/8`
at every `r`. -/
theorem potential_between (hb : 0 < b) (hab : b < a) (hd : 0 < d) (r : ℝ) :
    b ^ 2 / 8 < potential a b d r ∧ potential a b d r < a ^ 2 / 8 := by
  have h := potential_edge_add hab hd (r - edge a b d)
  rw [add_sub_cancel] at h
  rw [h, stepProfile]
  have ht := Real.exp_pos ((a - b) * (r - edge a b d))
  have hq0 : 0 < innerShare a b (r - edge a b d) := by
    unfold innerShare
    positivity
  have hq1 : innerShare a b (r - edge a b d) < 1 := by
    unfold innerShare
    rw [div_lt_one (by positivity)]
    linarith
  generalize innerShare a b (r - edge a b d) = q at hq0 hq1 ⊢
  have hpos : 0 < a - b := sub_pos.2 hab
  have hlt : (a - b) * q < a - b := by nlinarith
  -- both distances to the plateau values factor into positive terms
  have h1 : 0 < (a - b) * q * (2 * a - (a - b) * q) :=
    mul_pos (mul_pos hpos hq0) (by linarith)
  have h2 : 0 < (a - b) * (1 - q) * (a + b - (a - b) * q) :=
    mul_pos (mul_pos hpos (by linarith)) (by linarith)
  constructor
  · linarith
  · nlinarith [h2]

end

end PlateauEdge
```

```lean
#print axioms PlateauEdge.potential_edge_add
#print axioms PlateauEdge.plateau_edge
#print axioms PlateauEdge.potential_at_edge
#print axioms PlateauEdge.potential_between
```

```
'PlateauEdge.potential_edge_add' depends on axioms: [propext, Classical.choice, Quot.sound]
'PlateauEdge.plateau_edge' depends on axioms: [propext, Classical.choice, Quot.sound]
'PlateauEdge.potential_at_edge' depends on axioms: [propext, Classical.choice, Quot.sound]
'PlateauEdge.potential_between' depends on axioms: [propext, Classical.choice, Quot.sound]
```

## The step on a numerical grid

Take \(a=2\), \(b=1\) and \(d=10^{-6}\). The plateaus are at \(0.5\) and \(0.125\), and the edge is at \(R\approx13.8\), where each tail contributes only \(10^{-12}\) to the density. A program that forms \(u''/(2u)\) from a tabulated density therefore shows the step only if its grid extends past \(R\) and the density keeps good relative accuracy there. A density cutoff above about \(10^{-12}\) removes the outer plateau altogether. Reducing \(d\) by a factor of ten moves the step outwards by \(\ln 10/(a-b)\approx2.3\) without changing its shape.

## The same limits for a spherical density

If \(n(r)\) is a spherical density in three dimensions, the Laplacian adds \(u'/(ru)\) to the potential. The shares from part (e) give \(u'/u=-[\,b+(a-b)q\,]/2\), which stays between \(-a/2\) and \(-b/2\). At \(r=cR\) with \(c>0\), the extra term is thus a bounded quantity divided by a diverging radius, and it vanishes as \(d\to0^+\). The plateau values are again \(a^2/8\) for \(0<c<1\) and \(b^2/8\) for \(c>1\), by this short argument by hand, which the Lean file does not contain.
